# Symmetric exclusion on a finite lattice: linear occupation equations and the blocking factor $(L-N)/(L-1)$

## Where a blocking factor belongs

Suppose that particles hop on a lattice, that two of them cannot share a site, and that the diffusion coefficient in the equation for their density is multiplied by the fraction of empty sites to allow for blocking. If exclusion is the only interaction and hops between any two sites are equally fast in both directions, the computed density profile then relaxes too slowly. Leaving the factor out of the hop rate of an individual particle is also wrong: that rate comes out too high.

Blocking cancels from the equation for the occupations, because it hinders hops into and out of a site in a way that balances. It remains in the mean escape rate of a particle. If all arrangements of a fixed number of particles are equally likely, the factor there is larger than the fraction of empty sites on any finite lattice that is not full; the difference is small when the lattice is large.

## Sites, rates and the generator

Let $V$ be a finite set of $L$ sites. A configuration $\eta$ is the set of occupied sites, and $n_x(\eta)$ is 1 if $x\in\eta$ and 0 otherwise. A particle at $x$ hops to $y$ at rate $w_{xy}$ if $y$ is empty, which turns $\eta$ into $\eta^{x\to y}$. The generator $\mathcal L$ gives the mean rate of change of an observable $f$:

$$(\mathcal L f)(\eta)=\sum_{x,y} w_{xy}\,n_x(1-n_y)\,\bigl[f(\eta^{x\to y})-f(\eta)\bigr].$$

The symmetry condition $w_{xy}=w_{yx}$ stands for sites of equal energy: under detailed balance, the forward and backward rates between two such sites are equal. The barriers may still differ from one pair of sites to another.

## Products of occupations cancel

An allowed hop from $x$ to $y$ changes $n_z$ by $\delta_{zy}-\delta_{zx}$. Terms with $x=y$ vanish, since $n_x(1-n_x)=0$. Hence, for any rates,

$$\mathcal L n_z=\sum_y\bigl[w_{yz}\,n_y(1-n_z)-w_{zy}\,n_z(1-n_y)\bigr].$$

If $w_{yz}=w_{zy}$, the two products $n_yn_z$ cancel and

$$\mathcal L n_z=\sum_y w_{zy}(n_y-n_z).$$

Conversely, suppose that for each site $x$ there are constants with $\mathcal L n_x=c+\sum_u a_u n_u$ in all configurations. Take $y\neq x$.

- The empty lattice gives $c=0$.
- The configuration $\{y\}$ gives $a_y=w_{yx}$.
- Going from $\{x\}$ to $\{x,y\}$ raises the right-hand side by $a_y$. It raises the left-hand side by $w_{xy}$, because the hop from $x$ to $y$ is now blocked.

So $w_{xy}=w_{yx}$. The constants must serve all particle numbers at once; with a single particle, $\mathcal L n_x$ is linear for any rates.

## The uniform law is stationary

Fix the particle number $N$ and give all $N$-particle configurations equal weight. Hopping from $x$ to $y$ matches the configurations with $x$ full and $y$ empty one to one with those that have $y$ full and $x$ empty; the reverse hop undoes it. Therefore

$$\sum_\eta n_x(1-n_y)f(\eta^{x\to y})=\sum_\eta n_y(1-n_x)f(\eta).$$

Write $B_{xy}=\sum_\eta n_x(1-n_y)f(\eta)$. Then $\sum_\eta \mathcal L f=\sum_{x,y}w_{xy}(B_{yx}-B_{xy})$, which is zero for symmetric rates, as exchanging the names $x$ and $y$ shows.

## How often the target site is empty

Let $1\le N\le L$ and $x\ne y$, so that $L\ge2$. Set $Z=\sum_\eta n_x$ and $E_z=\sum_\eta n_x(1-n_z)$. The probability that $y$ is empty, given that $x$ is occupied, is $E_y/Z$; here $Z>0$, since some $N$-particle configuration contains $x$.

For $y$ and $z$ both different from $x$, a hop between them leaves $n_x$ unchanged. The matching above with $f=n_x$ gives

$$\sum_\eta n_x n_y(1-n_z)=\sum_\eta n_x n_z(1-n_y).$$

The products of three occupations cancel, so $\sum_\eta n_xn_y=\sum_\eta n_xn_z$ and $E_y=E_z$. Every configuration has $L-N$ empty sites, hence $\sum_z E_z=(L-N)Z$. Since $E_x=0$, the same sum is $(L-1)E_y$, and

$$\frac{E_y}{Z}=\frac{L-N}{L-1}.$$

The sites $x$ and $y$ need not be neighbours. With one particle on two sites the probability is 1, whereas the fraction of empty sites is $1/2$.

Multiplying by $w_{xy}$ and summing over $y\neq x$ gives the mean total escape rate of a particle at $x$:

$$\frac{L-N}{L-1}\sum_{y\ne x}w_{xy}.$$

In a kinetic Monte Carlo simulation of a finite lattice gas with exclusion as its only interaction, this is the escape rate to expect at fixed $N$ under the uniform law.

## The statements in Lean

The site set is a finite type `V`, and a configuration is a `Finset V`. The definitions `occ`, `hop` and `generator` are $n_x$, $\eta^{x\to y}$ and $\mathcal L$. The rates `w` are arbitrary real numbers; no theorem needs them to be non-negative. `powersetCard N univ` is the set of $N$-particle configurations, and `condMean N x g` is the mean of `g` given that `x` is occupied, written as a ratio of sums in which the common weight has cancelled.

- `generator_occ` is the linear equation for symmetric rates, and `closes_iff_symmetric` says that an affine form for every site is equivalent to symmetry.
- `uniform_stationary` says that $\mathcal L f$ sums to zero over the $N$-particle configurations, for every `f`.
- `vacancy_probability` assumes `1 ≤ N`, `N ≤ Fintype.card V` and `x ≠ y`.
- `mean_escape_rate` needs no symmetry. It includes $L=1$, where there is nowhere to go and both sides are zero: on the right the sum over other sites is empty, and Lean's convention $0/0=0$ merely gives the prefactor a value.

The model has no interactions beyond exclusion and no infinite lattice. The theorems concern the generator and averages at one instant, so they give neither the time evolution itself nor a tracer diffusion coefficient, which also depends on correlations between successive hops.

```lean
import Mathlib

open Finset

namespace SymmetricExclusion

noncomputable section

variable {V : Type*} [Fintype V] [DecidableEq V]

/-- Occupation number of site `x` in the configuration `η`, the set of occupied sites. -/
def occ (x : V) (η : Finset V) : ℝ := if x ∈ η then 1 else 0

/-- The configuration after the particle at `x` has moved to `y`. -/
def hop (x y : V) (η : Finset V) : Finset V := insert y (η.erase x)

/-- Generator of exclusion dynamics: a particle at `x` hops to `y` at rate `w x y`,
provided that `y` is empty. -/
def generator (w : V → V → ℝ) (f : Finset V → ℝ) (η : Finset V) : ℝ :=
  ∑ x, ∑ y, w x y * (occ x η * (1 - occ y η)) * (f (hop x y η) - f η)

/-- Mean of `g` under the uniform law on `N`-particle configurations, given that site `x`
is occupied. -/
def condMean (N : ℕ) (x : V) (g : Finset V → ℝ) : ℝ :=
  (∑ η ∈ powersetCard N univ, occ x η * g η) / ∑ η ∈ powersetCard N univ, occ x η

omit [Fintype V] in
/-- An allowed hop from `x` to `y` raises the occupation of `y` by one and lowers that of `x`
by one. -/
theorem occ_hop_sub (x y z : V) (η : Finset V) :
    occ x η * (1 - occ y η) * (occ z (hop x y η) - occ z η) =
      occ x η * (1 - occ y η) * ((if z = y then 1 else 0) - (if z = x then 1 else 0)) := by
  by_cases hx : x ∈ η
  · by_cases hy : y ∈ η
    · simp [occ, hy]
    · have hxy : x ≠ y := fun e => hy (e ▸ hx)
      by_cases hzy : z = y
      · subst hzy
        simp [occ, hop, hx, hy, hxy.symm]
      · by_cases hzx : z = x
        · subst hzx
          simp [occ, hop, hx, hy, hxy]
        · simp [occ, hop, hzy, hzx]
  · simp [occ, hx]

/-- For arbitrary rates, the mean rate of change of an occupation number is the gain from hops
into the site minus the loss from hops out of it. -/
theorem generator_occ_gain_loss (w : V → V → ℝ) (z : V) (η : Finset V) :
    generator w (occ z) η =
      ∑ y, (w y z * (occ y η * (1 - occ z η)) - w z y * (occ z η * (1 - occ y η))) := by
  have h : ∀ x y, w x y * (occ x η * (1 - occ y η)) * (occ z (hop x y η) - occ z η) =
      (if z = y then w x y * (occ x η * (1 - occ y η)) else 0) -
        (if z = x then w x y * (occ x η * (1 - occ y η)) else 0) := by
    intro x y
    rw [mul_assoc, occ_hop_sub]
    split_ifs <;> ring
  unfold generator
  simp_rw [h, Finset.sum_sub_distrib]
  congr 1
  · simp only [Finset.sum_ite_eq, Finset.mem_univ, if_true]
  · rw [Finset.sum_comm]
    simp only [Finset.sum_ite_eq, Finset.mem_univ, if_true]

/-- For symmetric rates the generator applied to an occupation number is the discrete diffusion
operator, with no products of occupations. -/
theorem generator_occ (w : V → V → ℝ) (hw : ∀ x y, w x y = w y x) (z : V) (η : Finset V) :
    generator w (occ z) η = ∑ y, w z y * (occ y η - occ z η) := by
  rw [generator_occ_gain_loss]
  refine Finset.sum_congr rfl fun y _ => ?_
  rw [hw y z]
  ring

/-- The generator maps every occupation number to an affine function of the occupation numbers
exactly when the rates are symmetric. -/
theorem closes_iff_symmetric (w : V → V → ℝ) :
    (∀ z, ∃ (c : ℝ) (a : V → ℝ), ∀ η, generator w (occ z) η = c + ∑ y, a y * occ y η) ↔
      ∀ x y, w x y = w y x := by
  constructor
  · intro H x y
    by_cases hxy : x = y
    · rw [hxy]
    obtain ⟨c, a, h⟩ := H x
    -- compare the empty lattice, single particles, and the pair
    have h0 : c = 0 := by
      have h' := h ∅
      simp [generator, occ] at h'
      linarith
    have e1 : generator w (occ x) {y} = w y x := by
      rw [generator_occ_gain_loss]
      simp [occ, hxy]
    have e2 : generator w (occ x) {x, y} - generator w (occ x) {x} = w x y := by
      rw [generator_occ_gain_loss, generator_occ_gain_loss, ← Finset.sum_sub_distrib,
        Finset.sum_eq_single y]
      · simp [occ, Ne.symm hxy]
      · intro u _ hu
        by_cases hux : u = x
        · simp [occ, hux]
        · simp [occ, hux, hu]
      · simp
    have hs : ∀ u, occ u {x, y} = occ u {x} + occ u {y} := by
      intro u
      by_cases hux : u = x
      · simp [occ, hux, hxy]
      · simp [occ, hux]
    have h1 := h {x, y}
    simp only [hs, mul_add, Finset.sum_add_distrib] at h1
    linarith [h {x}, h {y}]
  · intro hw z
    refine ⟨0, fun y => w z y - if y = z then ∑ u, w z u else 0, fun η => ?_⟩
    rw [generator_occ w hw]
    simp only [mul_sub, sub_mul, Finset.sum_sub_distrib, ite_mul, zero_mul,
      Finset.sum_ite_eq', Finset.mem_univ, if_true, Finset.sum_mul, zero_add]

/-- Summed over `N`-particle configurations, an observable after the allowed hops from `x` to `y`
equals the observable over configurations with `y` occupied and `x` empty. -/
theorem sum_hop (N : ℕ) (x y : V) (f : Finset V → ℝ) :
    ∑ η ∈ powersetCard N univ, occ x η * (1 - occ y η) * f (hop x y η) =
      ∑ η ∈ powersetCard N univ, occ y η * (1 - occ x η) * f η := by
  have key : ∀ (x y : V) (η : Finset V) (g : ℝ),
      occ x η * (1 - occ y η) * g = if x ∈ η ∧ y ∉ η then g else 0 := by
    intro x y η g
    by_cases hx : x ∈ η <;> by_cases hy : y ∈ η <;> simp [occ, hx, hy]
  have mem : ∀ x y : V, ∀ η ∈ (powersetCard N univ).filter (fun η => x ∈ η ∧ y ∉ η),
      hop x y η ∈ (powersetCard N univ).filter (fun η => y ∈ η ∧ x ∉ η) := by
    intro x y η h
    simp only [Finset.mem_filter, Finset.mem_powersetCard, Finset.subset_univ, true_and] at h ⊢
    obtain ⟨hc, hx, hy⟩ := h
    have hxy : x ≠ y := fun e => hy (e ▸ hx)
    have hn : y ∉ η.erase x := fun h => hy (Finset.mem_of_mem_erase h)
    refine ⟨?_, by simp [hop], by simp [hop, hxy]⟩
    unfold hop
    rw [Finset.card_insert_of_notMem hn, Finset.card_erase_add_one hx, hc]
  have inv : ∀ x y : V, ∀ η ∈ (powersetCard N univ).filter (fun η => x ∈ η ∧ y ∉ η),
      hop y x (hop x y η) = η := by
    intro x y η h
    obtain ⟨_, hx, hy⟩ := Finset.mem_filter.mp h
    have hn : y ∉ η.erase x := fun h => hy (Finset.mem_of_mem_erase h)
    unfold hop
    rw [Finset.erase_insert hn, Finset.insert_erase hx]
  simp_rw [key, ← Finset.sum_filter]
  exact Finset.sum_nbij' (hop x y) (hop y x) (mem x y) (mem y x) (inv x y) (inv y x)
    (fun _ _ => rfl)

/-- For symmetric rates the uniform law on `N`-particle configurations is stationary: the
generator of every observable averages to zero. -/
theorem uniform_stationary (w : V → V → ℝ) (hw : ∀ x y, w x y = w y x) (N : ℕ)
    (f : Finset V → ℝ) : ∑ η ∈ powersetCard N univ, generator w f η = 0 := by
  have anti : ∀ B : V → V → ℝ, ∑ x, ∑ y, w x y * (B y x - B x y) = 0 := by
    intro B
    simp_rw [mul_sub, Finset.sum_sub_distrib]
    rw [sub_eq_zero, Finset.sum_comm]
    refine Finset.sum_congr rfl fun x _ => Finset.sum_congr rfl fun y _ => ?_
    rw [hw y x]
  refine Eq.trans ?_ (anti fun x y => ∑ η ∈ powersetCard N univ, occ x η * (1 - occ y η) * f η)
  unfold generator
  rw [Finset.sum_comm]
  refine Finset.sum_congr rfl fun x _ => ?_
  rw [Finset.sum_comm]
  refine Finset.sum_congr rfl fun y _ => ?_
  rw [← sum_hop N x y f, ← Finset.sum_sub_distrib, Finset.mul_sum]
  exact Finset.sum_congr rfl fun η _ => by ring

/-- Among `N`-particle configurations with `x` occupied, any two other sites are empty equally
often. -/
theorem sum_empty_eq (N : ℕ) {x y z : V} (hy : x ≠ y) (hz : x ≠ z) :
    ∑ η ∈ powersetCard N univ, occ x η * (1 - occ y η) =
      ∑ η ∈ powersetCard N univ, occ x η * (1 - occ z η) := by
  have h := (sum_hop N y z (occ x)).symm
  have e : ∀ η, occ x (hop y z η) = occ x η := by
    intro η
    simp [occ, hop, hy, hz]
  simp_rw [e] at h
  rw [← sub_eq_zero, ← Finset.sum_sub_distrib] at h ⊢
  refine Eq.trans (Finset.sum_congr rfl fun η _ => ?_) h
  ring

/-- Under the uniform law of `N` particles on `L` sites, a site `y` other than the occupied site
`x` is empty with probability `(L - N) / (L - 1)`. -/
theorem vacancy_probability {N : ℕ} (hN : 1 ≤ N) (hNL : N ≤ Fintype.card V) {x y : V}
    (hxy : x ≠ y) :
    condMean N x (fun η => 1 - occ y η) =
      ((Fintype.card V : ℝ) - N) / ((Fintype.card V : ℝ) - 1) := by
  have hL : (0 : ℝ) < (Fintype.card V : ℝ) - 1 := by
    have h : 1 < Fintype.card V := Fintype.one_lt_card_iff.mpr ⟨x, y, hxy⟩
    have h' : (1 : ℝ) < (Fintype.card V : ℝ) := by exact_mod_cast h
    linarith
  -- some configuration has `x` occupied
  have hZ : 0 < ∑ η ∈ powersetCard N (univ : Finset V), occ x η := by
    obtain ⟨u, hxu, huu, hu⟩ := Finset.exists_subsuperset_card_eq
      (Finset.subset_univ ({x} : Finset V)) (by simpa using hN) (by simpa using hNL)
    refine Finset.sum_pos' (fun η _ => ?_) ⟨u, Finset.mem_powersetCard.mpr ⟨huu, hu⟩, ?_⟩
    · unfold occ
      split_ifs <;> norm_num
    · have hx : x ∈ u := hxu (Finset.mem_singleton_self x)
      simp [occ, hx]
  -- count the empty sites configuration by configuration
  have tot : ∑ z, ∑ η ∈ powersetCard N univ, occ x η * (1 - occ z η) =
      ((Fintype.card V : ℝ) - N) * ∑ η ∈ powersetCard N univ, occ x η := by
    rw [Finset.sum_comm, Finset.mul_sum]
    refine Finset.sum_congr rfl fun η hη => ?_
    have hc : ∑ z, occ z η = (N : ℝ) := by
      rw [← (Finset.mem_powersetCard.mp hη).2]
      simp [occ]
    rw [← Finset.mul_sum, Finset.sum_sub_distrib, hc]
    simp only [Finset.sum_const, Finset.card_univ, nsmul_eq_mul, mul_one]
    ring
  -- count them site by site, all sites other than `x` being equivalent
  have split : ∑ z, ∑ η ∈ powersetCard N univ, occ x η * (1 - occ z η) =
      ((Fintype.card V : ℝ) - 1) * ∑ η ∈ powersetCard N univ, occ x η * (1 - occ y η) := by
    have hS : ∀ z, ∑ η ∈ powersetCard N univ, occ x η * (1 - occ z η) =
        (∑ η ∈ powersetCard N univ, occ x η * (1 - occ y η)) -
          if z = x then ∑ η ∈ powersetCard N univ, occ x η * (1 - occ y η) else 0 := by
      intro z
      by_cases hz : z = x
      · rw [if_pos hz, sub_self, hz]
        refine Finset.sum_eq_zero fun η _ => ?_
        by_cases h : x ∈ η <;> simp [occ, h]
      · rw [if_neg hz, sub_zero]
        exact sum_empty_eq N (Ne.symm hz) hxy
    rw [Finset.sum_congr rfl fun z _ => hS z, Finset.sum_sub_distrib, Finset.sum_ite_eq']
    simp only [Finset.sum_const, Finset.card_univ, nsmul_eq_mul, Finset.mem_univ, if_true]
    ring
  simp only [condMean]
  rw [div_eq_div_iff hZ.ne' hL.ne']
  linear_combination tot - split

/-- Under the uniform law of `N` particles on `L` sites, the mean total hop rate of a particle at
`x` is the sum of its rates to the other sites times `(L - N) / (L - 1)`. -/
theorem mean_escape_rate (w : V → V → ℝ) {N : ℕ} (hN : 1 ≤ N) (hNL : N ≤ Fintype.card V)
    (x : V) :
    condMean N x (fun η => ∑ y, w x y * (1 - occ y η)) =
      ((Fintype.card V : ℝ) - N) / ((Fintype.card V : ℝ) - 1) * ∑ y ∈ univ.erase x, w x y := by
  have lin : condMean N x (fun η => ∑ y, w x y * (1 - occ y η)) =
      ∑ y, w x y * condMean N x (fun η => 1 - occ y η) := by
    simp only [condMean, Finset.mul_sum]
    rw [Finset.sum_comm, Finset.sum_div]
    refine Finset.sum_congr rfl fun y _ => ?_
    rw [← mul_div_assoc, Finset.mul_sum]
    congr 1
    exact Finset.sum_congr rfl fun η _ => by ring
  have hx0 : condMean N x (fun η => 1 - occ x η) = 0 := by
    unfold condMean
    rw [Finset.sum_eq_zero, zero_div]
    intro η _
    by_cases h : x ∈ η <;> simp [occ, h]
  rw [lin, ← Finset.add_sum_erase _ _ (Finset.mem_univ x), hx0, mul_zero, zero_add,
    Finset.mul_sum]
  refine Finset.sum_congr rfl fun y hy => ?_
  rw [vacancy_probability hN hNL (Finset.ne_of_mem_erase hy).symm]
  ring

end

end SymmetricExclusion
```

```lean
#print axioms SymmetricExclusion.closes_iff_symmetric
#print axioms SymmetricExclusion.uniform_stationary
#print axioms SymmetricExclusion.mean_escape_rate
```

```
'SymmetricExclusion.closes_iff_symmetric' depends on axioms: [propext, Classical.choice, Quot.sound]
'SymmetricExclusion.uniform_stationary' depends on axioms: [propext, Classical.choice, Quot.sound]
'SymmetricExclusion.mean_escape_rate' depends on axioms: [propext, Classical.choice, Quot.sound]
```

## How the proof follows the derivation

**Closure.** `occ_hop_sub` establishes the change $\delta_{zy}-\delta_{zx}$ by cases. `generator_occ_gain_loss` inserts it into the double sum, where each delta removes one summation. In `generator_occ`, the symmetry hypothesis rewrites one rate and `ring` cancels the products. For the converse, `h0`, `e1` and `e2` are the three comparisons of configurations, `hs` splits the occupations of the pair into those of its members, and `linarith` combines them. The other direction of `closes_iff_symmetric` supplies the coefficients $a_y=w_{zy}-\delta_{yz}\sum_u w_{zu}$ and $c=0$.

**Hop matching.** In `sum_hop`, `key` turns the occupation factors into a condition on configurations. `mem` shows that a hop lands in the right set with $N$ unchanged, and `inv` that the reverse hop undoes it. `Finset.sum_nbij'` then equates the sums. `uniform_stationary` applies this to each pair of sites; its auxiliary fact `anti` is the exchange of names.

**Counting vacancies.** `sum_empty_eq` is $E_y=E_z$. In `vacancy_probability`, `hZ` proves $Z>0$ by extending $\{x\}$ to a configuration of $N$ particles. `tot` counts the empty sites configuration by configuration, and `split` counts them site by site. After the denominators are cleared, `linear_combination tot - split` equates the two counts.

**Escape rate.** In `mean_escape_rate`, `lin` moves the conditional mean inside the sum over target sites, and `hx0` removes the term $y=x$. Each remaining term is an instance of `vacancy_probability`.
